# A curvature between $m > 0$ and $M$ brackets the one-variable Fenchel-Young gap by the squared residual

Let $f(x)$ be the energy of a system with one coordinate $x$, and let $p$ be a prescribed applied force. Equilibrium means $f'(x) = p$. A numerical search stops at some $x$ with a small residual $r = p - f'(x)$, and the quantity of interest is how far the tilted energy $f(x) - px$ still lies above its lowest value. Call this excess $G$. A small $r$ alone doesn't fix $G$. For $f(x) = x^4/4$ and $p = 0$ one has $G = x^4/4$ and $r^2 = x^6$, so $G = 25\,r^2$ at $x = 0.1$ and $G = 2500\,r^2$ at $x = 0.01$. No constant $C$ gives $G \le C\,r^2$ for all $x$ here, and at $x = 0.1$ an excess of $2.5\times10^{-5}$ hides an error of $0.1$ in the coordinate.

Such a constant exists when $f$ is twice differentiable on the whole real line and $0 < m \le f'' \le M$ everywhere, for constants $m$ and $M$. Then $r^2/(2M) \le G \le r^2/(2m)$ for all $x$ and $p$. The constants bound the softest and stiffest response of the system: $m > 0$ is stability with a uniform margin, a susceptibility $1/f''$ that never exceeds $1/m$, and $M$ caps the stiffness. In a relaxation of a single coordinate obeying these global bounds, the residual force at the stopping point gives a two-sided bound on the excess energy, and a force threshold $|r| \le \varepsilon$ gives the upper bound $G \le \varepsilon^2/(2m)$. The global condition is an idealisation: the energy curve of a bond that can dissociate has negative curvature beyond its inflection point and does not satisfy it.

## The Legendre transform and the gap

```lean
import Mathlib

open Set

namespace FenchelYoungGap

noncomputable section
```

These lines load Mathlib and allow short names for sets: `Ioo a b` is the open interval $(a,b)$, and `range` is the set of values of a function.

```lean
/-- Legendre transform of a potential `f`: the supremum of `p y - f y` over all states `y`. -/
def legendre (f : ℝ → ℝ) (p : ℝ) : ℝ := ⨆ y, (p * y - f y)
```

The type `ℝ → ℝ` says that $f$ is a real function defined at every real number, and `f y` means $f(y)$. The symbol `⨆` is the supremum, so `legendre f p` is
$$f^*(p) = \sup_y\,\bigl(py - f(y)\bigr).$$
This fixes the sign convention: the variable conjugate to $x$ is $+f'(x)$. For an energy as a function of particle number it is the chemical potential, and for a free energy as a function of volume it is minus the pressure. The thermodynamic potential $\inf_y\,(f(y) - py)$ is $-f^*(p)$.

```lean
/-- Fenchel-Young gap `f(x) + f*(p) - p x` of a state `x` and a conjugate variable `p`. -/
def gap (f : ℝ → ℝ) (x p : ℝ) : ℝ := f x + legendre f p - p * x
```

In ordinary notation,
$$G(x,p) = f(x) + f^*(p) - px = \bigl(f(x) - px\bigr) - \inf_y\bigl(f(y) - py\bigr),$$
which is the excess described above. The Fenchel-Young inequality is the statement $G \ge 0$, which needs no curvature bound at all if $f^*$ may take the value $+\infty$. The theorems here assume more about $f$ and give a size for $G$, in one variable only. Since the supremum runs over all of $\mathbb{R}$, a coordinate confined to a half-line, such as a volume with the ideal-gas term $-\ln V$, isn't covered. A coexistence region where $f'' = 0$ is excluded as well, by the hypothesis $m > 0$.

## Two parabolas that enclose the potential

```lean
variable {f f' f'' : ℝ → ℝ} {m M : ℝ}

/-- A potential with curvature at least `m` lies above the parabola of curvature `m`
tangent to it at any point `x`. -/
theorem tangent_parabola_le (hf : ∀ x, HasDerivAt f (f' x) x)
    (hf' : ∀ x, HasDerivAt f' (f'' x) x) (hm : ∀ x, m ≤ f'' x) (x y : ℝ) :
    f x + f' x * (y - x) + m / 2 * (y - x) ^ 2 ≤ f y := by
  -- the slope of `f - m z²/2` is nondecreasing
  have hh : ∀ z, HasDerivAt (fun z => f' z - m * z) (f'' z - m) z := fun z =>
    ((hf' z).fun_sub ((hasDerivAt_id' z).const_mul m)).congr_deriv (by ring)
  have hmono : Monotone (fun z => f' z - m * z) :=
    monotone_of_deriv_nonneg (fun z => (hh z).differentiableAt)
      (fun z => by rw [(hh z).deriv]; linarith [hm z])
  have hφ : ∀ z, HasDerivAt (fun z => f z - m / 2 * (z * z)) (f' z - m * z) z := fun z =>
    ((hf z).fun_sub
      (((hasDerivAt_id' z).fun_mul (hasDerivAt_id' z)).const_mul (m / 2))).congr_deriv
      (by ring)
  -- mean value theorem between two points
  have hmvt : ∀ a b : ℝ, a < b → ∃ c ∈ Ioo a b, f' c - m * c =
      ((f b - m / 2 * (b * b)) - (f a - m / 2 * (a * a))) / (b - a) := fun a b hab =>
    exists_hasDerivAt_eq_slope (fun z => f z - m / 2 * (z * z)) (fun z => f' z - m * z) hab
      (fun z _ => (hφ z).continuousAt.continuousWithinAt) (fun z _ => hφ z)
  rcases lt_trichotomy x y with hxy | hxy | hxy
  · obtain ⟨c, hc, hce⟩ := hmvt x y hxy
    have h1 : f' x - m * x ≤ f' c - m * c := hmono hc.1.le
    rw [hce, le_div_iff₀ (sub_pos.mpr hxy)] at h1
    nlinarith [h1]
  · subst hxy
    simp
  · obtain ⟨c, hc, hce⟩ := hmvt y x hxy
    have h1 : f' c - m * c ≤ f' x - m * x := hmono hc.2.le
    rw [hce, div_le_iff₀ (sub_pos.mpr hxy)] at h1
    nlinarith [h1]
```

The `variable` line introduces three functions and two numbers. The primes are only part of the names: `f'` and `f''` become derivatives through the hypotheses. `HasDerivAt f (f' x) x` says that $f$ is differentiable at $x$ with derivative $f'(x)$, and `∀ x` means for all $x$. So `hf` makes `f'` the derivative of $f$, `hf'` makes `f''` the derivative of `f'`, and `hm` is $m \le f''$. Continuity of $f''$ isn't required, and $m$ may have either sign here. The conclusion, after the last colon, is
$$f(x) + f'(x)(y-x) + \tfrac{m}{2}(y-x)^2 \le f(y).$$

Set $\varphi(z) = f(z) - mz^2/2$. Then $\varphi'(z) = f'(z) - mz$ and $\varphi''(z) = f''(z) - m \ge 0$, so $\varphi'$ is nondecreasing. For $x < y$ the mean value theorem gives a point $c$ in $(x,y)$ with
$$\varphi(y) - \varphi(x) = \varphi'(c)(y-x) \ge \varphi'(x)(y-x).$$
For $y < x$ it gives $c$ in $(y,x)$ with $\varphi(x) - \varphi(y) = \varphi'(c)(x-y) \le \varphi'(x)(x-y)$, which is the same inequality. Written out,
$$f(y) - f(x) \ge f'(x)(y-x) + \tfrac{m}{2}(y^2 - x^2) - mx(y-x),$$
and the last two terms equal $m(y-x)\left[\tfrac{y+x}{2} - x\right] = \tfrac{m}{2}(y-x)^2$.

In the code each `have` states and proves an intermediate fact, and `fun z => ...` is the map $z \mapsto \dots$. The derivatives of $\varphi'$ and $\varphi$ are `hh` and `hφ`, monotonicity is `hmono`, and `hmvt` is the mean value theorem for $\varphi$. The line with `lt_trichotomy x y` splits into $x<y$, $x=y$ and $y<x$. In the two strict cases the slope is multiplied through by the positive interval length, and `nlinarith` does the final expansion.

```lean
/-- A potential with curvature at most `M` lies below the parabola of curvature `M`
tangent to it at any point `x`. -/
theorem le_tangent_parabola (hf : ∀ x, HasDerivAt f (f' x) x)
    (hf' : ∀ x, HasDerivAt f' (f'' x) x) (hM : ∀ x, f'' x ≤ M) (x y : ℝ) :
    f y ≤ f x + f' x * (y - x) + M / 2 * (y - x) ^ 2 := by
  have h := tangent_parabola_le (f := fun z => -f z) (f' := fun z => -f' z)
    (f'' := fun z => -f'' z) (m := -M) (fun z => (hf z).fun_neg) (fun z => (hf' z).fun_neg)
    (fun z => neg_le_neg (hM z)) x y
  beta_reduce at h
  linarith
```

This is the upper parabola, $f(y) \le f(x) + f'(x)(y-x) + \tfrac{M}{2}(y-x)^2$ whenever $f'' \le M$. The function $-f$ has curvature $-f'' \ge -M$, so the previous theorem applies to it with the constant $-M$, entered as `(m := -M)`:
$$-f(x) - f'(x)(y-x) - \tfrac{M}{2}(y-x)^2 \le -f(y).$$
Changing all signs, which `linarith` does as linear arithmetic, gives the claim.

## A finite supremum from completing the square

```lean
/-- With curvature at least `m > 0`, the value of `p y - f y` at any `y` exceeds its value
at `x` by at most `(p - f'(x))² / (2m)`. -/
theorem objective_le (hf : ∀ x, HasDerivAt f (f' x) x)
    (hf' : ∀ x, HasDerivAt f' (f'' x) x) (hm0 : 0 < m) (hm : ∀ x, m ≤ f'' x) (x p y : ℝ) :
    p * y - f y ≤ p * x - f x + (p - f' x) ^ 2 / (2 * m) := by
  have h := tangent_parabola_le hf hf' hm x y
  have hne : m ≠ 0 := hm0.ne'
  -- complete the square in `y - x`
  have hsq : (p - f' x) ^ 2 / (2 * m) - ((p - f' x) * (y - x) - m / 2 * (y - x) ^ 2)
      = ((p - f' x) - m * (y - x)) ^ 2 / (2 * m) := by
    field_simp
    ring
  have hpos : 0 ≤ ((p - f' x) - m * (y - x)) ^ 2 / (2 * m) := by positivity
  rw [← hsq] at hpos
  nlinarith [h, hpos]
```

From here on `hm0` demands $m > 0$. With $r = p - f'(x)$ and $d = y - x$, the lower parabola gives
$$py - f(y) \le px - f(x) + rd - \tfrac{m}{2}d^2 .$$
Completing the square,
$$\frac{r^2}{2m} - \Bigl(rd - \tfrac{m}{2}d^2\Bigr) = \frac{(r - md)^2}{2m} \ge 0,$$
so $py - f(y) \le px - f(x) + r^2/(2m)$ for every $y$. The identity is `hsq`, proved by clearing the denominator with `field_simp` and expanding with `ring`. The sign of its right side is `hpos`, and `nlinarith` adds this to the parabola inequality `h`.

```lean
/-- With curvature at least `m > 0`, the values `p y - f y` are bounded above in `y`
for every `p`. -/
theorem bddAbove_objective (hf : ∀ x, HasDerivAt f (f' x) x)
    (hf' : ∀ x, HasDerivAt f' (f'' x) x) (hm0 : 0 < m) (hm : ∀ x, m ≤ f'' x) (p : ℝ) :
    BddAbove (range fun y => p * y - f y) := by
  refine ⟨p * 0 - f 0 + (p - f' 0) ^ 2 / (2 * m), ?_⟩
  rintro _ ⟨y, rfl⟩
  exact objective_le hf hf' hm0 hm 0 p y
```

`BddAbove` says that some number lies above all values $py - f(y)$. The number supplied is the previous bound taken at $x = 0$, namely $-f(0) + (p - f'(0))^2/(2m)$, which doesn't depend on $y$. This matters because Lean assigns the value $0$ to the supremum of an unbounded real family, so that for $f = 0$ and $p = 1$ the expression `legendre f p` would be $0$ where a physicist writes $+\infty$.

## The gap against the residual

```lean
/-- If `0 < m ≤ f'' ≤ M`, the Fenchel-Young gap lies between `(p - f'(x))² / (2M)` and
`(p - f'(x))² / (2m)` for every state `x` and conjugate variable `p`. -/
theorem gap_bounds (hf : ∀ x, HasDerivAt f (f' x) x)
    (hf' : ∀ x, HasDerivAt f' (f'' x) x) (hm0 : 0 < m) (hm : ∀ x, m ≤ f'' x)
    (hM : ∀ x, f'' x ≤ M) (x p : ℝ) :
    (p - f' x) ^ 2 / (2 * M) ≤ gap f x p ∧ gap f x p ≤ (p - f' x) ^ 2 / (2 * m) := by
  constructor
  · have hM0 : M ≠ 0 := (lt_of_lt_of_le hm0 ((hm 0).trans (hM 0))).ne'
    -- trial state that is optimal for the upper parabola
    have h1 : p * (x + (p - f' x) / M) - f (x + (p - f' x) / M) ≤ legendre f p :=
      le_ciSup (bddAbove_objective hf hf' hm0 hm p) (x + (p - f' x) / M)
    have h2 := le_tangent_parabola hf hf' hM x (x + (p - f' x) / M)
    have key : p * (x + (p - f' x) / M) - (f x + f' x * (x + (p - f' x) / M - x)
        + M / 2 * (x + (p - f' x) / M - x) ^ 2) = p * x - f x + (p - f' x) ^ 2 / (2 * M) := by
      field_simp
      ring
    unfold gap
    linarith
  · have h1 : legendre f p ≤ p * x - f x + (p - f' x) ^ 2 / (2 * m) :=
      ciSup_le (fun y => objective_le hf hf' hm0 hm x p y)
    unfold gap
    linarith
```

All five hypotheses are now present, and `∧` means "and":
$$\frac{(p - f'(x))^2}{2M} \le G(x,p) \le \frac{(p - f'(x))^2}{2m}\qquad\text{for all } x, p .$$
The bounds $m$ and $M$ are assumed of the given potential, not derived from any model of it.

The tactic `constructor` splits the goal in two. For the upper bound, a number above every $py - f(y)$ is also above their supremum, so $f^*(p) \le px - f(x) + r^2/(2m)$. This is `ciSup_le`, and adding $f(x) - px$ finishes it.

For the lower bound, $M \ge f''(0) \ge m > 0$, so division by $M$ is allowed (`hM0`). Take the trial state $y_1 = x + r/M$, the point where the upper parabola tilted by $-py$ is lowest. A supremum is at least any one of its values, so $f^*(p) \ge py_1 - f(y_1)$. This is `h1`, obtained from `le_ciSup`, which asks for the boundedness shown above. The upper parabola `h2` then gives
$$py_1 - f(y_1) \ge px - f(x) + r\cdot\frac{r}{M} - \frac{M}{2}\frac{r^2}{M^2} = px - f(x) + \frac{r^2}{2M}.$$
The algebra is `key`, and `linarith` chains the three facts once `unfold gap` has inserted the definition.

```lean
/-- With curvature at least `m > 0`, the gap vanishes exactly when `p = f'(x)`. -/
theorem gap_eq_zero_iff (hf : ∀ x, HasDerivAt f (f' x) x)
    (hf' : ∀ x, HasDerivAt f' (f'' x) x) (hm0 : 0 < m) (hm : ∀ x, m ≤ f'' x) (x p : ℝ) :
    gap f x p = 0 ↔ p = f' x := by
  have hle : ∀ y, p * y - f y ≤ legendre f p := fun y =>
    le_ciSup (bddAbove_objective hf hf' hm0 hm p) y
  unfold gap
  constructor
  · intro h
    -- `x` maximises `p y - f y`, so the derivative vanishes there
    have hmax : IsLocalMax (fun y => p * y - f y) x :=
      Filter.Eventually.of_forall (fun y => by
        show p * y - f y ≤ p * x - f x
        linarith [hle y])
    have hd : HasDerivAt (fun y => p * y - f y) (p - f' x) x :=
      (((hasDerivAt_id' x).const_mul p).fun_sub (hf x)).congr_deriv (by ring)
    have h0 := hmax.hasDerivAt_eq_zero hd
    linarith
  · intro h
    have h1 : legendre f p ≤ p * x - f x + (p - f' x) ^ 2 / (2 * m) :=
      ciSup_le (fun y => objective_le hf hf' hm0 hm x p y)
    have h2 : (p - f' x) ^ 2 / (2 * m) = 0 := by rw [h]; simp
    linarith [hle x]
```

The arrow `↔` is "if and only if": $G(x,p) = 0$ exactly when $p = f'(x)$. No $M$ appears. The fact `hle` says $py - f(y) \le f^*(p)$ for all $y$. If $G = 0$, then $f^*(p) = px - f(x)$, so $x$ maximises $py - f(y)$ (`hmax`), and the derivative $p - f'(x)$ of that function (`hd`) vanishes at a maximum. Conversely, if $r = 0$ the square-completion bound reads $f^*(p) \le px - f(x)$, which is $G \le 0$, and `hle x` is $G \ge 0$.

## The gap against the error in the state

```lean
/-- If `0 < m ≤ f'' ≤ M` and the state `x₀` satisfies `f'(x₀) = p`, the gap at any state `x`
lies between `m (x - x₀)² / 2` and `M (x - x₀)² / 2`. -/
theorem gap_bounds_state (hf : ∀ x, HasDerivAt f (f' x) x)
    (hf' : ∀ x, HasDerivAt f' (f'' x) x) (hm0 : 0 < m) (hm : ∀ x, m ≤ f'' x)
    (hM : ∀ x, f'' x ≤ M) {x₀ p : ℝ} (hp : f' x₀ = p) (x : ℝ) :
    m / 2 * (x - x₀) ^ 2 ≤ gap f x p ∧ gap f x p ≤ M / 2 * (x - x₀) ^ 2 := by
  -- the supremum is attained at `x₀`
  have h0 := (gap_eq_zero_iff hf hf' hm0 hm x₀ p).mpr hp.symm
  have h1 := tangent_parabola_le hf hf' hm x₀ x
  have h2 := le_tangent_parabola hf hf' hM x₀ x
  rw [hp] at h1 h2
  unfold gap at h0 ⊢
  constructor <;> nlinarith [h0, h1, h2]
```

Here $x_0$ is an exact equilibrium, $f'(x_0) = p$ by `hp`. Such a point exists for every $p$, because $f'$ is continuous and rises at a rate of at least $m > 0$, but the theorem takes it as given and the file doesn't prove its existence. The braces around `x₀ p` only tell Lean to read these values off `hp`. The conclusion is
$$\tfrac{m}{2}(x - x_0)^2 \le G(x,p) \le \tfrac{M}{2}(x - x_0)^2 .$$
By the previous theorem $G(x_0,p) = 0$ (`h0`), so $f^*(p) = px_0 - f(x_0)$ and
$$G(x,p) = f(x) - f(x_0) - p\,(x - x_0).$$
This is the height of $f$ above its tangent at $x_0$, and the two parabolas based at $x_0$, `h1` and `h2`, bound that height from both sides.

## Harmonic and anharmonic potentials

```lean
/-- For the harmonic potential `k x² / 2` with `k > 0` the gap equals `(p - k x)² / (2k)`. -/
theorem gap_harmonic {k : ℝ} (hk : 0 < k) (x p : ℝ) :
    gap (fun z => k / 2 * z ^ 2) x p = (p - k * x) ^ 2 / (2 * k) := by
  have hf : ∀ z : ℝ, HasDerivAt (fun z : ℝ => k / 2 * z ^ 2) (k * z) z := fun z =>
    ((hasDerivAt_pow 2 z).const_mul (k / 2)).congr_deriv
      (by ring1)
  have hf' : ∀ z : ℝ, HasDerivAt (fun z : ℝ => k * z) k z := fun z =>
    ((hasDerivAt_id' z).const_mul k).congr_deriv (by ring)
  have h := gap_bounds (f := fun z => k / 2 * z ^ 2) (f' := fun z => k * z)
    (f'' := fun _ => k) (m := k) (M := k) hf hf' hk (fun _ => le_rfl) (fun _ => le_rfl) x p
  exact le_antisymm h.2 h.1
```

For $f(z) = kz^2/2$ with stiffness $k > 0$, the derivatives are $kz$ and $k$, supplied as `hf` and `hf'`. Taking $m = M = k$ makes both bounds equal, and `le_antisymm h.2 h.1` turns the two inequalities into $G = (p - kx)^2/(2k)$. Directly, the supremum is reached at $y = p/k$, so $f^*(p) = p^2/(2k)$ and $G = kx^2/2 + p^2/(2k) - px$ is the same perfect square. For given $m \le M$, the choice $k = m$ attains the upper bound and $k = M$ the lower one, so neither constant has slack for the whole class of potentials.

```lean
/-- For the anharmonic potential `x² + cos x` the gap lies between one sixth and one half
of `(p - (2x - sin x))²`. -/
theorem gap_bounds_witness (x p : ℝ) :
    (p - (2 * x - Real.sin x)) ^ 2 / 6 ≤ gap (fun z => z ^ 2 + Real.cos z) x p ∧
    gap (fun z => z ^ 2 + Real.cos z) x p ≤ (p - (2 * x - Real.sin x)) ^ 2 / 2 := by
  have hf : ∀ z : ℝ, HasDerivAt (fun z : ℝ => z ^ 2 + Real.cos z) (2 * z - Real.sin z) z :=
    fun z => ((hasDerivAt_pow 2 z).fun_add (Real.hasDerivAt_cos z)).congr_deriv
      (by ring1)
  have hf' : ∀ z : ℝ, HasDerivAt (fun z : ℝ => 2 * z - Real.sin z) (2 - Real.cos z) z :=
    fun z => (((hasDerivAt_id' z).const_mul 2).fun_sub (Real.hasDerivAt_sin z)).congr_deriv
      (by ring)
  have h := gap_bounds (f := fun z => z ^ 2 + Real.cos z) (f' := fun z => 2 * z - Real.sin z)
    (f'' := fun z => 2 - Real.cos z) (m := 1) (M := 3) hf hf' one_pos
    (fun z => by
      show (1 : ℝ) ≤ 2 - Real.cos z
      linarith [Real.cos_le_one z])
    (fun z => by
      show 2 - Real.cos z ≤ (3 : ℝ)
      linarith [Real.neg_one_le_cos z]) x p
  obtain ⟨h1, h2⟩ := h
  beta_reduce at h1 h2
  constructor <;> linarith

end

end FenchelYoungGap
```

For $f(z) = z^2 + \cos z$ one has $f' = 2z - \sin z$ and $f'' = 2 - \cos z$. Since $-1 \le \cos z \le 1$, the curvature lies between $m = 1$ and $M = 3$, and `gap_bounds` gives $r^2/6 \le G \le r^2/2$ with $r = p - (2x - \sin x)$. The two inner `by` blocks are the two curvature bounds.

Take $p = 0$. Then $x_0 = 0$ because $f'(0) = 0$, so $f^*(0) = -f(0) = -1$ and $G(x,0) = x^2 + \cos x - 1$. At $x = \pi/2$ this is $\pi^2/4 - 1 \approx 1.467$. The residual is $r = -(\pi - 1)$ with $r^2 \approx 4.586$, so the bracket is $0.764 \le G \le 2.293$. Read the other way, the bounds in the state variable give $\sqrt{2G/3} \le |x - x_0| \le \sqrt{2G}$, that is $0.989 \le |x - x_0| \le 1.713$, around the true value $1.571$.

## Potentials that are too soft or too stiff

The numbers above, the quartic at the start and the potential below are ordinary arithmetic, and no theorem in the file states them. The quartic $x^4/4$ is convex, but $f'' = 3x^2$ vanishes at the origin, so no $m > 0$ exists. There $G/r^2 = 1/(4x^2)$ grows without limit as $x \to 0$, which defeats any upper bound of the form $r^2/(2m)$.

Without `hM` the lower bound goes. For $f(x) = x^2/2 + x^4/4$ the curvature $1 + 3x^2$ is at least $1$ but unbounded. At $p = 0$ the minimum of $f$ is $0$, so $G = x^2/2 + x^4/4$, while $r^2 = (x + x^3)^2$. At $x = 10$ this is $G = 2550$ against $r^2 = 1010^2 = 1\,020\,100$. For large $x$ the ratio $G/r^2$ falls like $1/(4x^2)$, below $1/(2M)$ for any fixed $M$.

```lean
#print axioms FenchelYoungGap.gap_bounds
#print axioms FenchelYoungGap.gap_bounds_state
#print axioms FenchelYoungGap.gap_harmonic
```

```
'FenchelYoungGap.gap_bounds' depends on axioms: [propext, Classical.choice, Quot.sound]
'FenchelYoungGap.gap_bounds_state' depends on axioms: [propext, Classical.choice, Quot.sound]
'FenchelYoungGap.gap_harmonic' depends on axioms: [propext, Classical.choice, Quot.sound]
```
